# The Ginzburg–Landau quartic coefficient from the BCS Matsubara sum

## A gap opening below the transition

Cool a superconductor slightly below its transition temperature $T_c$, and a small energy gap $\Delta$ opens. How large is it? In weak-coupling BCS theory with an isotropic gap and no pair breaking, the answer comes from the gap equation. In units with $\hbar=k_B=1$, let $w_n=\pi T(2n+1)$ be the fermionic Matsubara frequencies, usually written $\omega_n$. With an attraction $V$, a constant density of states $N_0$ per spin and a frequency cutoff much larger than $T$, the equation reads

$$\frac{1}{N_0V}=2\pi T\sum_{n\ge 0}^{\text{cutoff}}\frac{1}{\sqrt{w_n^2+\Delta^2}} .$$

The sum grows logarithmically with the cutoff. Setting $\Delta=0$ at $T=T_c$ fixes $1/(N_0V)$, and at another temperature the same sum with $\Delta=0$ equals $1/(N_0V)+\ln(T_c/T)$, up to corrections that vanish as the cutoff grows: the number of frequencies below the cutoff is proportional to $1/T$, and the sum grows as the logarithm of that number. Subtracting the gap equation removes the coupling and lets the cutoff go to infinity:

$$\ln\frac{T_c}{T}=S(\Delta),\qquad S(\Delta)=2\pi T\sum_{n\ge0}\left(\frac1{w_n}-\frac1{\sqrt{w_n^2+\Delta^2}}\right).$$

We call $S$ the pairing deficit, a name chosen here: it measures how much the gap weakens the pairing sum.

## Two-sided bounds on the deficit

Write $\zeta(p)=\sum_{k\ge1}k^{-p}$ and

$$b=\frac{7\,\zeta(3)}{8\pi^2T^2},\qquad c=\frac{93\,\zeta(5)}{128\pi^4T^4}.$$

For $T>0$ and every real $\Delta$, the sum converges and

$$0\le S(\Delta)\le b\Delta^2,\qquad S(\Delta)\ge b\Delta^2-c\Delta^4 .$$

Consequently $S(\Delta)/\Delta^2\to b$ as $\Delta\to0$ through nonzero values. If $\Delta$ solves the gap equation, then also $\Delta^2\ge\ln(T_c/T)/b$.

The name "quartic" refers to the free energy. Integrating the gap equation with respect to $\Delta^2$ gives the density $N_0\left[-\ln(T_c/T)\,\Delta^2+\tfrac b2\Delta^4+\dots\right]$, so $b$ multiplies $\Delta^2$ in $S$ and, up to the factor $N_0/2$, $\Delta^4$ in the energy. In the same way $c$ belongs to the sextic term.

## From one frequency to the whole sum

**Odd numbers.** The even terms of $\zeta(p)$ sum to $\sum_{k\ge1}(2k)^{-p}=2^{-p}\zeta(p)$. For integer $p>1$ the odd terms therefore give

$$\sum_{n\ge0}\frac1{(2n+1)^p}=(1-2^{-p})\,\zeta(p),$$

with factor $7/8$ for $p=3$ and $31/32$ for $p=5$.

**One frequency.** Fix $w>0$ and put $r=\sqrt{w^2+\Delta^2}\ge w$, so that $\Delta^2=(r-w)(r+w)$. The term $1/w-1/r$ is nonnegative, and

$$\frac{\Delta^2}{2w^3}-\left(\frac1w-\frac1r\right)=\frac{(r-w)(r^2+rw-2w^2)}{2w^3r}=\frac{(r-w)^2(r+2w)}{2w^3r}\ge0 .$$

Subtracting this remainder from $3\Delta^4/(8w^5)$ gives

$$\left(\frac1w-\frac1r\right)-\frac{\Delta^2}{2w^3}+\frac{3\Delta^4}{8w^5}
=\frac{(r-w)^2\left[3r(r+w)^2-4w^2(r+2w)\right]}{8w^5r}.$$

The bracket is $3r^3+6r^2w-rw^2-8w^3=(r-w)(3r^2+9rw+8w^2)$, so the right-hand side is nonnegative as well. Hence

$$\frac{\Delta^2}{2w^3}-\frac{3\Delta^4}{8w^5}\le\frac1w-\frac1r\le\frac{\Delta^2}{2w^3}.$$

**All frequencies.** The upper bound falls off as $n^{-3}$, which gives convergence. Summing and multiplying by $2\pi T$ produces the coefficients:

$$2\pi T\sum_{n\ge0}\frac{\Delta^2}{2w_n^3}=\frac{\Delta^2}{\pi^2T^2}\cdot\frac78\zeta(3)=b\Delta^2,$$

$$2\pi T\sum_{n\ge0}\frac{3\Delta^4}{8w_n^5}=\frac{3\Delta^4}{4\pi^4T^4}\cdot\frac{31}{32}\zeta(5)=c\Delta^4 .$$

**The limit and the gap.** For $\Delta\ne0$, division by $\Delta^2$ gives $b-c\Delta^2\le S/\Delta^2\le b$, and both sides tend to $b$. Inserting $S=\ln(T_c/T)$ into $S\le b\Delta^2$ and dividing by $b>0$ gives the lower bound on $\Delta^2$.

## The gap at nine tenths of the transition temperature

At $T=0.9\,T_c$ we have $\ln(T_c/T)\approx0.1054$ and $bT^2\approx0.1066$. The bound gives $\Delta\ge0.894\,T_c$ for the positive solution.

The quartic correction supplies the other end of a bracket. With $cT^4\approx0.00773$, the smaller positive root of $b\Delta^2-c\Delta^4=\ln(T_c/T)$ lies at $\Delta\approx0.932\,T_c$. There $S$ is at least $\ln(T_c/T)$, and every term of $S$ grows with $|\Delta|$, so the solution lies no higher. A bisection for the gap can start from this interval. In clean, isotropic, weak-coupling BCS theory, the Ginzburg–Landau expansion can thus provide a starting interval for a numerical gap calculation near $T_c$. Below about $0.69\,T_c$ the equation for the upper end has no real root, and only the lower bound remains.

## The physical quantities in Lean

`matsubara T n` is $w_n$, with `n` a natural number starting at zero. `zetaSum p` is $\zeta(p)$, written with terms $1/(k+1)^p$ so that its index also starts at zero. `deficitTerm w Δ` is the summand for one frequency, without the prefactor $2\pi T$, and `deficit T Δ` is $S(\Delta)$ as an infinite sum without cutoff. `quarticCoeff T` and `sexticCoeff T` are $b$ and $c$.

The theorem `deficit_bounds` states convergence, nonnegativity and the two bounds for any real `Δ`. `ginzburg_landau_quartic` combines $0\le S\le b\Delta^2$ with the limit; the filter `𝓝[≠] 0` expresses the approach to zero through nonzero values. The only hypothesis in both is `0 < T`.

In `gap_lower_bound` the gap equation enters as the assumption `hgap`, in the form $T_c=T\exp S(\Delta)$. It stands for the self-consistency of the mean-field pairing amplitude. The theorem does not say that a solution exists. Since $S\ge0$, the assumption forces $T_c\ge T$; at $T=T_c$ the bound reads $\Delta^2\ge0$. The "Ginzburg-Landau value" in the docstring keeps the logarithm and takes $b$ at the temperature $T$. The customary linearised form, with $1-T/T_c$ in place of the logarithm and $b$ taken at $T_c$, is not a lower bound: at $T=0.9\,T_c$ it gives $\Delta\approx0.969\,T_c$, above the bracket found earlier.

The step from a material to these formulas is the derivation of the gap equation itself: mean-field pairing, a constant density of states near the Fermi level, an isotropic gap and no pair breaking. The real number `Δ` plays the part of the modulus of a complex order parameter.

```lean
import Mathlib

open Real Filter Topology

namespace GinzburgLandauQuartic

noncomputable section

/-- The fermionic Matsubara frequency `w_n = π T (2n+1)`. -/
def matsubara (T : ℝ) (n : ℕ) : ℝ := π * T * (2 * (n : ℝ) + 1)

/-- The zeta series `1 + 1/2^p + 1/3^p + ...`, for integer `p > 1`. -/
def zetaSum (p : ℕ) : ℝ := ∑' k : ℕ, 1 / ((k : ℝ) + 1) ^ p

/-- The summand `1/w - 1/√(w² + Δ²)` of the pairing deficit for one frequency `w > 0` at gap `Δ`,
without the prefactor `2πT`. -/
def deficitTerm (w Δ : ℝ) : ℝ := 1 / w - 1 / √(w ^ 2 + Δ ^ 2)

/-- The pairing deficit `S(Δ) = 2πT ∑ (1/w_n - 1/√(w_n² + Δ²))`, for `T > 0`. -/
def deficit (T Δ : ℝ) : ℝ := 2 * π * T * ∑' n : ℕ, deficitTerm (matsubara T n) Δ

/-- The Ginzburg-Landau quartic coefficient `b = 7 ζ(3) / (8 π² T²)`, for `T ≠ 0`. -/
def quarticCoeff (T : ℝ) : ℝ := 7 * zetaSum 3 / (8 * π ^ 2 * T ^ 2)

/-- The next coefficient `c = 93 ζ(5) / (128 π⁴ T⁴)`, for `T ≠ 0`. -/
def sexticCoeff (T : ℝ) : ℝ := 93 * zetaSum 5 / (128 * π ^ 4 * T ^ 4)

/-- For integer `p > 1`, the inverse `p`-th powers of the odd numbers sum to
`(1 - 2^(-p)) ζ(p)`. -/
theorem hasSum_odd {p : ℕ} (hp : 1 < p) :
    HasSum (fun n : ℕ => 1 / (2 * (n : ℝ) + 1) ^ p) ((1 - 1 / 2 ^ p) * zetaSum p) := by
  have hf : Summable (fun k : ℕ => 1 / (k : ℝ) ^ p) :=
    Real.summable_one_div_nat_pow.mpr hp
  have he : Summable (fun k : ℕ => 1 / ((2 * k : ℕ) : ℝ) ^ p) :=
    hf.comp_injective (i := fun k : ℕ => 2 * k) (fun a b h => by
      have h' : 2 * a = 2 * b := h
      omega)
  have ho : Summable (fun k : ℕ => 1 / ((2 * k + 1 : ℕ) : ℝ) ^ p) :=
    hf.comp_injective (i := fun k : ℕ => 2 * k + 1) (fun a b h => by
      have h' : 2 * a + 1 = 2 * b + 1 := h
      omega)
  -- the even terms reproduce the whole series, scaled by 2^(-p)
  have h1 : ∑' k : ℕ, 1 / ((2 * k : ℕ) : ℝ) ^ p
      = 1 / 2 ^ p * ∑' k : ℕ, 1 / (k : ℝ) ^ p := by
    rw [← tsum_mul_left]
    refine tsum_congr fun k => ?_
    push_cast
    rw [mul_pow, one_div, one_div, one_div, mul_inv]
  have h2 : ∑' k : ℕ, 1 / (k : ℝ) ^ p = zetaSum p := by
    rw [hf.tsum_eq_zero_add]
    simp [zetaSum, show p ≠ 0 by omega]
  have hs : ∑' k : ℕ, 1 / ((2 * k : ℕ) : ℝ) ^ p + ∑' k : ℕ, 1 / ((2 * k + 1 : ℕ) : ℝ) ^ p
      = ∑' k : ℕ, 1 / (k : ℝ) ^ p :=
    tsum_even_add_odd (f := fun k : ℕ => 1 / (k : ℝ) ^ p) he ho
  rw [h1, h2] at hs
  have hval : ∑' k : ℕ, 1 / ((2 * k + 1 : ℕ) : ℝ) ^ p = (1 - 1 / 2 ^ p) * zetaSum p := by
    linear_combination hs
  rw [← hval]
  have h := ho.hasSum
  push_cast at h ⊢
  exact h

/-- For `T > 0` and integer `p > 1`, the powers `(πT/w_n)^p` summed over the Matsubara
frequencies give `(1 - 2^(-p)) ζ(p)`. -/
theorem matsubara_power_sum {T : ℝ} (hT : 0 < T) {p : ℕ} (hp : 1 < p) :
    HasSum (fun n : ℕ => (π * T / matsubara T n) ^ p) ((1 - 1 / 2 ^ p) * zetaSum p) := by
  have h : (fun n : ℕ => (π * T / matsubara T n) ^ p)
      = fun n : ℕ => 1 / (2 * (n : ℝ) + 1) ^ p := by
    funext n
    have hπT : π * T ≠ 0 := (mul_pos Real.pi_pos hT).ne'
    have hq : π * T / matsubara T n = 1 / (2 * (n : ℝ) + 1) := by
      rw [matsubara, ← div_div, div_self hπT]
    rw [hq, div_pow, one_pow]
  rw [h]
  exact hasSum_odd hp

/-- For one frequency `w > 0`, the deficit term is nonnegative and lies between
`Δ²/(2w³) - 3Δ⁴/(8w⁵)` and `Δ²/(2w³)`. -/
theorem deficitTerm_bounds {w : ℝ} (hw : 0 < w) (Δ : ℝ) :
    0 ≤ deficitTerm w Δ ∧
    Δ ^ 2 / (2 * w ^ 3) - 3 * Δ ^ 4 / (8 * w ^ 5) ≤ deficitTerm w Δ ∧
    deficitTerm w Δ ≤ Δ ^ 2 / (2 * w ^ 3) := by
  obtain ⟨r, hr, hwr, hsq⟩ : ∃ r, √(w ^ 2 + Δ ^ 2) = r ∧ w ≤ r ∧ Δ ^ 2 = r ^ 2 - w ^ 2 :=
    ⟨_, rfl, (Real.le_sqrt' hw).mpr (by nlinarith [sq_nonneg Δ]), by
      rw [Real.sq_sqrt (by positivity)]; ring⟩
  have hr0 : 0 < r := lt_of_lt_of_le hw hwr
  have hd : 0 ≤ r - w := sub_nonneg.mpr hwr
  have h4 : Δ ^ 4 = (r ^ 2 - w ^ 2) ^ 2 := by rw [← hsq]; ring
  rw [deficitTerm, hr, h4, hsq]
  refine ⟨sub_nonneg.mpr (one_div_le_one_div_of_le hw hwr), ?_, ?_⟩
  · -- the remainder carries the factor (r - w)³
    have key : (1 / w - 1 / r)
        - ((r ^ 2 - w ^ 2) / (2 * w ^ 3) - 3 * (r ^ 2 - w ^ 2) ^ 2 / (8 * w ^ 5))
        = (r - w) ^ 3 * (3 * r ^ 2 + 9 * r * w + 8 * w ^ 2) / (8 * w ^ 5 * r) := by
      field_simp
      ring
    have hpos : 0 ≤ (r - w) ^ 3 * (3 * r ^ 2 + 9 * r * w + 8 * w ^ 2) / (8 * w ^ 5 * r) :=
      div_nonneg (mul_nonneg (pow_nonneg hd 3) (by positivity)) (by positivity)
    linarith
  · -- the remainder carries the factor (r - w)²
    have key : (r ^ 2 - w ^ 2) / (2 * w ^ 3) - (1 / w - 1 / r)
        = (r - w) ^ 2 * (r + 2 * w) / (2 * w ^ 3 * r) := by
      field_simp
      ring
    have hpos : 0 ≤ (r - w) ^ 2 * (r + 2 * w) / (2 * w ^ 3 * r) := by positivity
    linarith

/-- For `T > 0` the Matsubara sum in `S(Δ)` converges, `S(Δ) ≥ 0`, and
`b Δ² - c Δ⁴ ≤ S(Δ) ≤ b Δ²` for every real `Δ`. -/
theorem deficit_bounds {T : ℝ} (hT : 0 < T) (Δ : ℝ) :
    Summable (fun n : ℕ => deficitTerm (matsubara T n) Δ) ∧
    0 ≤ deficit T Δ ∧
    quarticCoeff T * Δ ^ 2 - sexticCoeff T * Δ ^ 4 ≤ deficit T Δ ∧
    deficit T Δ ≤ quarticCoeff T * Δ ^ 2 := by
  have hπ := Real.pi_pos
  have hw : ∀ n, 0 < matsubara T n := fun n => by unfold matsubara; positivity
  have h3 := (matsubara_power_sum hT (p := 3) (by norm_num)).mul_left
    (Δ ^ 2 / (2 * (π * T) ^ 3))
  have h5 := (matsubara_power_sum hT (p := 5) (by norm_num)).mul_left
    (3 * Δ ^ 4 / (8 * (π * T) ^ 5))
  have e3 : ∀ n, Δ ^ 2 / (2 * (π * T) ^ 3) * (π * T / matsubara T n) ^ 3
      = Δ ^ 2 / (2 * matsubara T n ^ 3) := fun n => by
    have := (hw n).ne'
    field_simp
  have e5 : ∀ n, 3 * Δ ^ 4 / (8 * (π * T) ^ 5) * (π * T / matsubara T n) ^ 5
      = 3 * Δ ^ 4 / (8 * matsubara T n ^ 5) := fun n => by
    have := (hw n).ne'
    field_simp
  simp only [e3] at h3
  simp only [e5] at h5
  have hb := fun n => deficitTerm_bounds (hw n) Δ
  have hs : Summable (fun n : ℕ => deficitTerm (matsubara T n) Δ) :=
    Summable.of_nonneg_of_le (fun n => (hb n).1) (fun n => (hb n).2.2) h3.summable
  -- sum the bounds over all frequencies
  have hup := hasSum_le (fun n => (hb n).2.2) hs.hasSum h3
  have hlow := hasSum_le (fun n => (hb n).2.1) (h3.sub h5) hs.hasSum
  have hc : 0 ≤ 2 * π * T := by positivity
  have q3 : quarticCoeff T * Δ ^ 2
      = 2 * π * T * (Δ ^ 2 / (2 * (π * T) ^ 3) * ((1 - 1 / 2 ^ 3) * zetaSum 3)) := by
    unfold quarticCoeff
    field_simp
    ring
  have q5 : sexticCoeff T * Δ ^ 4
      = 2 * π * T * (3 * Δ ^ 4 / (8 * (π * T) ^ 5) * ((1 - 1 / 2 ^ 5) * zetaSum 5)) := by
    unfold sexticCoeff
    field_simp
    ring
  refine ⟨hs, mul_nonneg hc (tsum_nonneg fun n => (hb n).1), ?_, ?_⟩
  · rw [q3, q5, ← mul_sub]
    exact mul_le_mul_of_nonneg_left hlow hc
  · rw [q3]
    exact mul_le_mul_of_nonneg_left hup hc

/-- For `T > 0`, the pairing deficit obeys `0 ≤ S(Δ) ≤ b Δ²` for every real `Δ`, and
`S(Δ)/Δ²` tends to `b = 7 ζ(3)/(8 π² T²)` as `Δ` tends to zero through nonzero values. -/
theorem ginzburg_landau_quartic {T : ℝ} (hT : 0 < T) :
    (∀ Δ, 0 ≤ deficit T Δ ∧ deficit T Δ ≤ quarticCoeff T * Δ ^ 2) ∧
    Tendsto (fun Δ => deficit T Δ / Δ ^ 2) (𝓝[≠] 0) (𝓝 (quarticCoeff T)) := by
  refine ⟨fun Δ => ⟨(deficit_bounds hT Δ).2.1, (deficit_bounds hT Δ).2.2.2⟩, ?_⟩
  have hcont : Continuous (fun Δ : ℝ => quarticCoeff T - sexticCoeff T * Δ ^ 2) := by
    fun_prop
  have hlow : Tendsto (fun Δ : ℝ => quarticCoeff T - sexticCoeff T * Δ ^ 2)
      (𝓝[≠] 0) (𝓝 (quarticCoeff T)) :=
    (hcont.tendsto' 0 _ (by simp)).mono_left nhdsWithin_le_nhds
  -- squeeze S/Δ² between b - cΔ² and b
  refine tendsto_of_tendsto_of_tendsto_of_le_of_le' hlow tendsto_const_nhds ?_ ?_
  · filter_upwards [self_mem_nhdsWithin] with Δ hΔ
    have hΔ0 : Δ ≠ 0 := hΔ
    rw [le_div_iff₀ (by positivity)]
    linarith [(deficit_bounds hT Δ).2.2.1]
  · filter_upwards [self_mem_nhdsWithin] with Δ hΔ
    have hΔ0 : Δ ≠ 0 := hΔ
    rw [div_le_iff₀ (by positivity)]
    exact (deficit_bounds hT Δ).2.2.2

/-- If `T > 0` and the gap `Δ` solves the gap equation `ln(Tc/T) = S(Δ)`, written as
`Tc = T exp S(Δ)`, then `Δ²` is at least the Ginzburg-Landau value `ln(Tc/T)/b`. -/
theorem gap_lower_bound {T Tc Δ : ℝ} (hT : 0 < T) (hgap : Tc = T * Real.exp (deficit T Δ)) :
    Real.log (Tc / T) / quarticCoeff T ≤ Δ ^ 2 := by
  have hz : 0 < zetaSum 3 := by
    -- the first odd term alone already bounds the series from below
    have h := le_hasSum (hasSum_odd (p := 3) (by norm_num)) 0 (fun n _ => by positivity)
    norm_num at h
    linarith
  have hb : 0 < quarticCoeff T := by
    have hπ := Real.pi_pos
    unfold quarticCoeff
    positivity
  rw [hgap, mul_div_cancel_left₀ _ hT.ne', Real.log_exp, div_le_iff₀ hb]
  linarith [(deficit_bounds hT Δ).2.2.2]

end

end GinzburgLandauQuartic
```

```lean
#print axioms GinzburgLandauQuartic.ginzburg_landau_quartic
-- 'GinzburgLandauQuartic.ginzburg_landau_quartic' depends on axioms: [propext, Classical.choice, Quot.sound]
#print axioms GinzburgLandauQuartic.gap_lower_bound
-- 'GinzburgLandauQuartic.gap_lower_bound' depends on axioms: [propext, Classical.choice, Quot.sound]
```

## Factorisations, comparison and squeeze

`hasSum_odd` splits the zeta series by parity. The even and odd subseries converge because they are selected from a convergent series by injective maps, and `tsum_even_add_odd` adds them up. The series used there runs over all natural numbers; its term at zero is $1/0^p$, which Lean evaluates as zero, so it changes nothing. `matsubara_power_sum` then carries the result over to the dimensionless ratios $\pi T/w_n=1/(2n+1)$.

`deficitTerm_bounds` treats one frequency. It introduces $r$ together with $w\le r$ and $\Delta^2=r^2-w^2$, which removes the square root from the algebra. Each statement named `key` is one of the two factorisations above: `field_simp` clears the denominators and `ring` checks the polynomial identity. The sign of each remainder follows from its factors. The cube $(r-w)^3$ needs $r\ge w$, whereas the square is nonnegative in any case.

In `deficit_bounds`, the power sums for $p=3$ and $p=5$ are rescaled into the sums of $\Delta^2/(2w_n^3)$ and $3\Delta^4/(8w_n^5)$. `Summable.of_nonneg_of_le` is the comparison test, and `hasSum_le` sums the inequalities term by term. The equalities `q3` and `q5` identify the results, after multiplication by $2\pi T$, with $b\Delta^2$ and $c\Delta^4$.

`ginzburg_landau_quartic` takes its inequalities from there and obtains the limit by squeezing $S/\Delta^2$ between $b-c\Delta^2$ and $b$. The condition $\Delta\ne0$ is what permits the division.

Finally, `gap_lower_bound` needs $b>0$. The first odd term equals 1, so $1\le\tfrac78\zeta(3)$ and $\zeta(3)$ is positive. Substituting `hgap` turns $\ln(T_c/T)$ into $S(\Delta)$, and the upper bound on $S$ finishes the argument.
